# A switching function stationary at −1 removes the cusp of Becke's two-centre coordinate at nucleus A

## Two nuclei on a line

Put nucleus $A$ at $0$ and nucleus $B$ at $1$ on a line, and subtract the distances from a point $t$ to the two nuclei:

$$\mu(t) = |t| - |1-t|.$$

Behind $A$, for $t \le 0$, this is $-t-(1-t) = -1$. Between the nuclei, for $0 \le t \le 1$, it is $t-(1-t) = 2t-1$. The slope jumps from $0$ to $2$ at $t=0$, so $\mu$ has a kink at nucleus $A$.

Now apply the cubic $p(x) = (3x - x^3)/2$, the building block of Becke's switching function. Behind $A$ the result is still constant, $p(-1) = -1$. Between the nuclei it is

$$p(2t-1) = -1 + 6t^2 - 4t^3,$$

whose slope at $t=0$ is $0$. The two sides now meet with the same slope and the kink is gone. The reason is that $p'(x) = \tfrac32(1-x^2)$ vanishes at $x=-1$: the slope $2$ of the inner function is multiplied by $p'(-1)=0$.

## The pair coordinate in molecular integration

In Becke's partition, an integral over a molecule is split into atomic integrals by weights that add up to one at each point. The weights are built from pairs of nuclei. For a pair $A \ne B$ at distance $R_{AB}$, and a point at distances $r_A$ and $r_B$ from them, the coordinate is

$$\mu = \frac{r_A - r_B}{R_{AB}}.$$

It runs from $-1$ at $A$ to $+1$ at $B$. A switching function $s$ is applied to it, and the factors $s(\mu)$ for the different neighbours are multiplied and normalised.

The distance $r_A$ has a conical tip at nucleus $A$, and $\mu$ inherits it. To first order in ordinary space, $\mu + 1 \approx r_A(1+\cos\theta)/R_{AB}$, where $\theta$ is the angle between the displacement from $A$ and the direction to $B$. The slope depends on the direction in a way that no gradient vector can reproduce. The question is whether $s(\mu)$ nevertheless has a gradient at $A$.

The gradient meant here is taken with respect to the position of the point, with both nuclei held fixed. Nuclear forces that include the response of the grid weights need derivatives of the weights with respect to the nuclear positions, and those are not treated here.

## Zero gradient at the nucleus

The final theorem, `switching_removes_cusp`, says the following. Let $A$ and $B$ be distinct, and let $s:\mathbb R\to\mathbb R$ have derivative $0$ at $-1$. Then the function $s(\mu)$ of position has derivative zero at $A$, while $\mu$ itself is not differentiable at $A$.

A companion theorem, `switched_differentiableAt_iff`, shows how sharp the condition is. If $s$ has some derivative $d$ at $-1$, then $s(\mu)$ is differentiable at $A$ exactly when $d=0$.

The Lean objects correspond to the physics as follows.

- `E` is the space in which positions live, not an energy. It is any real normed space, so ordinary three-dimensional space is included, as is every real inner product space. Since it must contain two distinct points, the smallest case is the line.
- `A`, `B` and `r` are position vectors. The distance $r_A$ is written `‖r - A‖`, and `‖A - B‖` is $R_{AB}$.
- `mu A B r` is the coordinate $\mu$ at the point `r`, with the sign convention that it equals $-1$ at the first nucleus named.
- `h : A ≠ B` says that the nuclei do not coincide. Without it Lean's division by zero would make `mu` identically $0$, which is differentiable.
- `s` is an arbitrary real function. In the literature the letter often denotes the particular function $(1-p_k)/2$, with $p_k$ the $k$-fold iterate of the cubic.
- `HasDerivAt s 0 (-1)` says that $s$ is differentiable at $-1$ with derivative $0$. Physically, the switch leaves the value it takes at nucleus $A$ with zero slope. Nothing is assumed about $s$ elsewhere.
- `HasFDerivAt … (0 : E →L[ℝ] ℝ) A` says that the full (Fréchet) derivative at $A$ is the zero linear map. In ordinary space this means that the gradient exists and vanishes, which is stronger than having zero slope along each line.

The condition on $s$ is a hypothesis, and no particular switching function is defined in Lean. The calculation of $p'(-1)$ above is what connects it to Becke's cubic. The step from a single switched pair coordinate to the complete weight, a product over neighbours divided by a sum over atoms, remains to be taken separately.

## A linear bound near nucleus A

At $A$ we have $r_A = 0$ and $r_B = R_{AB}$, so $\mu = -1$. At a general point,

$$\mu + 1 = \frac{r_A - r_B + R_{AB}}{R_{AB}}.$$

The reverse triangle inequality gives $|r_B - R_{AB}| \le r_A$: moving away from $A$ by $r_A$ changes the distance to $B$ by at most that amount. Hence

$$|\mu + 1| \le \frac{2}{R_{AB}}\, r_A .$$

So $\mu$ may have a cusp, but it leaves the value $-1$ at most linearly.

Now use $s'(-1)=0$. For every $\varepsilon>0$ there is a $\delta>0$ such that

$$|s(x) - s(-1)| \le \varepsilon\,|x+1| \quad\text{whenever } |x+1|<\delta .$$

If $r_A < \delta R_{AB}/2$, the linear bound gives $|\mu+1|<\delta$, and therefore

$$|s(\mu) - s(-1)| \le \varepsilon\,|\mu+1| \le \frac{2\varepsilon}{R_{AB}}\, r_A .$$

Since $\varepsilon$ is arbitrary, the change in $s(\mu)$ is small compared with $r_A$, uniformly in direction. This is the definition of a zero derivative at $A$.

## Two slopes along the bond

For the cusp, and for the necessity of $d=0$, it is enough to look along the line through the nuclei. Put $r = A + t(B-A)$ with $t$ real. Then

$$r - A = t(B-A), \qquad r - B = (1-t)(A-B),$$

so $r_A = |t|R_{AB}$ and $r_B = |1-t|R_{AB}$. The coordinate is $|t|-|1-t|$, as in the opening example, whatever the bond length.

Let $s$ have derivative $d$ at $-1$, and set $g(t) = s(|t|-|1-t|)$. For $t\le 0$, $g(t)=s(-1)$ is constant, so the left derivative at $0$ is $0$. For $0\le t\le 1$, $g(t)=s(2t-1)$, so by the chain rule the right derivative at $0$ is $2d$.

If $s(\mu)$ is differentiable at $A$, its restriction $g$ to the line is differentiable at $t=0$. The one-sided derivatives must then agree, $0=2d$, and so $d=0$. Conversely, if $d=0$, the linear bound has already given differentiability.

Taking $s(x)=x$, which has $d=1$, shows that $\mu$ itself is not differentiable at $A$.

## A smooth switch that keeps the cusp

The switch $s(x)=(1-x)/2$ shows what fails without the condition on the slope. This function is smooth everywhere and takes the same end values as Becke's $(1-p_k)/2$, namely $1$ at $A$ and $0$ at $B$. Its slope at $-1$ is $d=-\tfrac12$, so on the line, as a function of $t$, the switched coordinate has slopes $0$ and $2d=-1$ on the two sides of $A$. Smoothness of the switch is therefore not enough to remove the cusp.

## The cusp and its removal in Lean

```lean
import Mathlib

open Filter Topology Set

namespace BeckeNuclearCusp

noncomputable section

variable {E : Type*} [NormedAddCommGroup E]

/-- Becke's two-centre coordinate `(r_A - r_B) / R_AB` at the position `r`,
for distinct nuclei `A` and `B`. -/
def mu (A B r : E) : ℝ := (‖r - A‖ - ‖r - B‖) / ‖A - B‖


/-- For distinct nuclei, the two-centre coordinate equals `-1` at nucleus `A`. -/
theorem mu_self {A B : E} (h : A ≠ B) : mu A B A = -1 := by
  have hR : ‖A - B‖ ≠ 0 := norm_ne_zero_iff.mpr (sub_ne_zero.mpr h)
  rw [mu, sub_self, norm_zero, zero_sub, neg_div, div_self hR]

/-- For distinct nuclei, the coordinate departs from `-1` at most linearly in the distance
from nucleus `A`, with slope `2 / R_AB`. -/
theorem abs_mu_add_one_le {A B : E} (h : A ≠ B) (r : E) :
    |mu A B r + 1| ≤ 2 / ‖A - B‖ * ‖r - A‖ := by
  have hR : 0 < ‖A - B‖ := norm_pos_iff.mpr (sub_ne_zero.mpr h)
  have e : mu A B r + 1 = (‖r - A‖ - ‖r - B‖ + ‖A - B‖) / ‖A - B‖ := by
    rw [mu, add_div _ ‖A - B‖, div_self hR.ne']
  -- the reverse triangle inequality controls the distance to the far nucleus
  have h3 := abs_norm_sub_norm_le (r - B) (A - B)
  rw [sub_sub_sub_cancel_right] at h3
  have h4 := abs_le.mp h3
  have h5 : |‖r - A‖ - ‖r - B‖ + ‖A - B‖| ≤ 2 * ‖r - A‖ :=
    abs_le.mpr ⟨by linarith [h4.2, norm_nonneg (r - A)],
      by linarith [h4.1, norm_nonneg (r - A)]⟩
  rw [e, abs_div, abs_of_pos hR, div_le_iff₀ hR]
  calc |‖r - A‖ - ‖r - B‖ + ‖A - B‖| ≤ 2 * ‖r - A‖ := h5
    _ = 2 / ‖A - B‖ * ‖r - A‖ * ‖A - B‖ := by
      rw [mul_right_comm, div_mul_cancel₀ _ hR.ne']

variable [NormedSpace ℝ E]

/-- If `|f r - f A|` is at most `K * ‖r - A‖` for every `r`, and `s` has zero derivative at the
value `f A`, then `s (f r)`, as a function of `r`, has zero derivative at `A`. -/
theorem flat_of_linear_bound {f : E → ℝ} {s : ℝ → ℝ} {A : E} {K : ℝ}
    (hf : ∀ r, |f r - f A| ≤ K * ‖r - A‖) (hs : HasDerivAt s 0 (f A)) :
    HasFDerivAt (fun r => s (f r)) (0 : E →L[ℝ] ℝ) A := by
  have hO : (fun r => f r - f A) =O[𝓝 A] (fun r => r - A) :=
    Asymptotics.IsBigO.of_bound K
      (Eventually.of_forall fun r => by rw [Real.norm_eq_abs]; exact hf r)
  have h0 : Tendsto (fun r : E => r - A) (𝓝 A) (𝓝 0) :=
    tendsto_sub_nhds_zero_iff.mpr tendsto_id
  have ht : Tendsto f (𝓝 A) (𝓝 (f A)) :=
    tendsto_sub_nhds_zero_iff.mp (hO.trans_tendsto h0)
  -- the remainder of `s` is small against `f r - f A`, hence against `r - A`
  have h := ((hasDerivAt_iff_isLittleO.mp hs).comp_tendsto ht).trans_isBigO hO
  refine HasFDerivAt.of_isLittleO (h.congr_left fun r => ?_)
  simp

/-- On the line through two distinct nuclei, at the point `A + t (B - A)`, the two-centre
coordinate is `|t| - |1 - t|`. -/
theorem mu_on_bond {A B : E} (h : A ≠ B) (t : ℝ) :
    mu A B (A + t • (B - A)) = |t| - |1 - t| := by
  have hR : ‖A - B‖ ≠ 0 := norm_ne_zero_iff.mpr (sub_ne_zero.mpr h)
  have e1 : A + t • (B - A) - A = t • (B - A) := add_sub_cancel_left _ _
  have e2 : A + t • (B - A) - B = (1 - t) • (A - B) := by
    rw [sub_smul, one_smul, smul_sub, smul_sub]
    abel
  rw [mu, e1, e2, norm_smul, norm_smul, norm_sub_rev B A, Real.norm_eq_abs,
    Real.norm_eq_abs, ← sub_mul, mul_div_cancel_right₀ _ hR]

/-- If `s` has derivative `d` at `-1` and `s (|t| - |1 - t|)` is differentiable at `t = 0`,
then `d = 0`. -/
theorem slope_eq_zero_of_bond {s : ℝ → ℝ} {d : ℝ} (hs : HasDerivAt s d (-1))
    (hg : DifferentiableAt ℝ (fun t : ℝ => s (|t| - |1 - t|)) 0) : d = 0 := by
  have kl : ∀ t : ℝ, t ≤ 0 → |t| - |1 - t| = -1 := by
    intro t ht
    have h1 : 0 ≤ 1 - t := by linarith
    rw [abs_of_nonpos ht, abs_of_nonneg h1]
    ring
  have kr : ∀ t : ℝ, t ∈ Icc (0 : ℝ) 1 → |t| - |1 - t| = 2 * t - 1 := by
    intro t ht
    have h1 : 0 ≤ 1 - t := by linarith [ht.2]
    rw [abs_of_nonneg ht.1, abs_of_nonneg h1]
    ring
  have m0 : (0 : ℝ) ∈ Icc (0 : ℝ) 1 := ⟨le_rfl, zero_le_one⟩
  -- behind the nucleus the function is constant
  have hl : HasDerivWithinAt (fun t : ℝ => s (|t| - |1 - t|)) 0 (Iic 0) 0 :=
    (hasDerivWithinAt_const (0 : ℝ) (Iic 0) (s (-1))).congr
      (fun t ht => congrArg s (kl t ht)) (congrArg s (kl 0 le_rfl))
  -- towards the other nucleus its slope is `2 d`
  have hlin : HasDerivAt (fun t : ℝ => 2 * t - 1) (2 * 1) 0 :=
    ((hasDerivAt_id' (0 : ℝ)).const_mul 2).sub_const 1
  have hc := HasDerivAt.comp_of_eq (0 : ℝ) hs hlin (by norm_num)
  have hr : HasDerivWithinAt (fun t : ℝ => s (|t| - |1 - t|)) (d * (2 * 1)) (Icc 0 1) 0 :=
    hc.hasDerivWithinAt.congr (fun t ht => congrArg s (kr t ht)) (congrArg s (kr 0 m0))
  have e1 := UniqueDiffWithinAt.eq_deriv _ (uniqueDiffOn_Iic (0 : ℝ) 0 self_mem_Iic)
    hg.hasDerivAt.hasDerivWithinAt hl
  have e2 := UniqueDiffWithinAt.eq_deriv _ (uniqueDiffOn_Icc (zero_lt_one' ℝ) 0 m0)
    hg.hasDerivAt.hasDerivWithinAt hr
  linarith [e1.symm.trans e2]

/-- Let `A` and `B` be distinct and let `s` have derivative `d` at `-1`. The switched
coordinate is differentiable at nucleus `A` exactly when `d = 0`. -/
theorem switched_differentiableAt_iff {A B : E} (h : A ≠ B) {s : ℝ → ℝ} {d : ℝ}
    (hs : HasDerivAt s d (-1)) :
    DifferentiableAt ℝ (fun r => s (mu A B r)) A ↔ d = 0 := by
  constructor
  · intro hd
    -- restrict to the bond line
    have hp : DifferentiableAt ℝ (fun t : ℝ => A + t • (B - A)) 0 :=
      (((hasDerivAt_id' (0 : ℝ)).smul_const (B - A)).const_add A).differentiableAt
    have e0 : A + (0 : ℝ) • (B - A) = A := by rw [zero_smul, add_zero]
    have hd' : DifferentiableAt ℝ (fun r => s (mu A B r)) (A + (0 : ℝ) • (B - A)) := by
      rw [e0]
      exact hd
    have hcomp : DifferentiableAt ℝ
        ((fun r => s (mu A B r)) ∘ (fun t : ℝ => A + t • (B - A))) 0 :=
      DifferentiableAt.comp (0 : ℝ) hd' hp
    have e : ((fun r => s (mu A B r)) ∘ (fun t : ℝ => A + t • (B - A))) =
        fun t : ℝ => s (|t| - |1 - t|) :=
      funext fun t => congrArg s (mu_on_bond h t)
    rw [e] at hcomp
    exact slope_eq_zero_of_bond hs hcomp
  · intro hd
    rw [hd] at hs
    have hb : ∀ r, |mu A B r - mu A B A| ≤ 2 / ‖A - B‖ * ‖r - A‖ := by
      intro r
      rw [mu_self h, sub_neg_eq_add]
      exact abs_mu_add_one_le h r
    rw [← mu_self h] at hs
    exact (flat_of_linear_bound hb hs).differentiableAt

/-- For distinct nuclei and a switching function with zero derivative at `-1`, the switched
coordinate has zero derivative at nucleus `A`, while the bare coordinate is not
differentiable there. -/
theorem switching_removes_cusp {A B : E} (h : A ≠ B) {s : ℝ → ℝ}
    (hs : HasDerivAt s 0 (-1)) :
    HasFDerivAt (fun r => s (mu A B r)) (0 : E →L[ℝ] ℝ) A ∧
      ¬ DifferentiableAt ℝ (mu A B) A := by
  constructor
  · have hb : ∀ r, |mu A B r - mu A B A| ≤ 2 / ‖A - B‖ * ‖r - A‖ := by
      intro r
      rw [mu_self h, sub_neg_eq_add]
      exact abs_mu_add_one_le h r
    rw [← mu_self h] at hs
    exact flat_of_linear_bound hb hs
  · -- the bare coordinate is the case of the identity, whose slope is one
    intro hd
    have h1 : (1 : ℝ) = 0 :=
      (switched_differentiableAt_iff (s := fun x => x) h (hasDerivAt_id' (-1 : ℝ))).mp hd
    exact one_ne_zero h1


end

end BeckeNuclearCusp
```

```lean
#print axioms BeckeNuclearCusp.switching_removes_cusp
```

```
'BeckeNuclearCusp.switching_removes_cusp' depends on axioms: [propext, Classical.choice, Quot.sound]
```

## From the triangle inequality to a zero derivative

`mu_self` is the evaluation $\mu=-1$ at $A$. `abs_mu_add_one_le` is the linear bound. Its equation `e` puts $\mu+1$ over the common denominator, and `h3` is the reverse triangle inequality for the vectors $r-B$ and $A-B$, whose difference is $r-A$. The two halves of that inequality, together with $r_A\ge 0$, give the upper and lower estimates in `h5`. Dividing by $R_{AB}>0$ finishes the bound.

`flat_of_linear_bound` contains the $\varepsilon$–$\delta$ argument in the language of asymptotic orders. It is stated for any function `f` whose change from `f A` is at most `K * ‖r - A‖` at every `r`; for the pair coordinate, $K = 2/R_{AB}$. The bound becomes the big-O statement `hO`, from which `ht` deduces that $f(r)$ tends to $f(A)$. This plays the part of choosing $r_A$ small enough to reach the $\delta$-neighbourhood. The derivative of `s` supplies a remainder that is little-o of $f(r)-f(A)$. `comp_tendsto` inserts $f(r)$ into that remainder, and `trans_isBigO` replaces the comparison with $f(r)-f(A)$ by one with $r-A$.

## From the bond line to the equivalence

`mu_on_bond` is the formula $|t|-|1-t|$. The equations `e1` and `e2` are the two displacement vectors, and the common factor $R_{AB}$ then cancels.

`slope_eq_zero_of_bond` compares the two slopes. The facts `kl` and `kr` resolve the absolute values for $t\le 0$ and for $0\le t\le 1$. One-sided derivatives appear as derivatives within a set: `hl` gives $0$ within `Iic 0`, the half-line up to $0$, and `hr` gives $2d$ within `Icc 0 1`, the interval from $0$ to $1$. A derivative within either set at $0$ is unique, so the derivative assumed in `hg` must equal both values. These are the equations `e1` and `e2` of this lemma, and `linarith` concludes that $d=0$.

In `switched_differentiableAt_iff`, the forward direction composes $s(\mu)$ with the straight path $t\mapsto A+t(B-A)$, which is differentiable and passes through $A$ at $t=0$. After `mu_on_bond` rewrites the composite, the slope comparison applies. The reverse direction feeds the linear bound into `flat_of_linear_bound`.

`switching_removes_cusp` joins the two arguments. Its first half uses the linear bound again, this time keeping the value zero of the derivative and not only its existence. Its second half supposes that $\mu$ is differentiable at $A$ and applies the equivalence to the identity function, whose slope is $1$. That would give $1=0$, a contradiction.
